# The photon propagator in a covariant gauge as the inverse of the gauge-fixed kernel

Q: At momentum $q$, the gauge-invariant equation for the field $A$ with current $J$ is, up to an overall sign that depends on the metric signature, $(1-\Pi)(q\cdot q\,\delta^\mu{}_\nu-q^\mu q_\nu)A^\nu=J^\mu$, where $\Pi$ is the vacuum polarisation. Adding a multiple of $q$ to $A$ leaves the left side unchanged, so $J$ cannot fix $A$ and no propagator exists. A gauge term with parameter $\xi$ is meant to cure this. I doubt that a matrix statement captures it. Where is the metric?

A: It is `g`, an arbitrary complex matrix over a finite index type `n` with $N$ elements; neither symmetry nor invertibility is assumed. The vector `q` holds $q^\mu$, `lower` is $q_\nu=g_{\nu\rho}q^\rho$, `qsq` is $q\cdot q=q^\mu q_\mu$, and `dyad` is $M^\mu{}_\nu=q^\mu q_\nu$, with row $\mu$ and column $\nu$. Then $L=M/q\cdot q$.

```lean
import Mathlib

open Matrix

namespace PhotonPropagator

noncomputable section

variable {n : Type*} [Fintype n] (g : Matrix n n ℂ) (q : n → ℂ)

/-- The momentum with lowered index, `q_ν = g_{νρ} q^ρ`. -/
def lower : n → ℂ := g *ᵥ q

/-- The squared momentum `q·q = q^μ q_μ`. -/
def qsq : ℂ := q ⬝ᵥ lower g q

/-- The mixed tensor `q^μ q_ν`. -/
def dyad : Matrix n n ℂ := vecMulVec q (lower g q)

/-- The longitudinal tensor `L = q^μ q_ν / q·q`. -/
def longProj : Matrix n n ℂ := (qsq g q)⁻¹ • dyad g q
```

Q: Why mixed indices?

A: They make contraction the matrix product and $\delta^\mu{}_\nu$ the unit matrix. For a vector $v$, $(Mv)^\mu=(q_\nu v^\nu)\,q^\mu$, and $M^2=q^\mu(q_\rho q^\rho)q_\nu=(q\cdot q)M$. Both proofs take components with `ext` and reorder each summand with `ring`.

```lean
/-- The tensor `q^μ q_ν` maps a vector `v` to `(q_ν v^ν) q`. -/
theorem dyad_mulVec (v : n → ℂ) : dyad g q *ᵥ v = (lower g q ⬝ᵥ v) • q := by
  ext i
  simp only [dyad, Matrix.mulVec, dotProduct, vecMulVec_apply, Pi.smul_apply, smul_eq_mul,
    Finset.sum_mul]
  exact Finset.sum_congr rfl fun j _ => by ring

/-- Contraction of two momentum tensors: `q^μ q_ρ q^ρ q_ν = (q·q) q^μ q_ν`. -/
theorem dyad_mul_dyad : dyad g q * dyad g q = qsq g q • dyad g q := by
  ext i k
  simp only [dyad, Matrix.mul_apply, vecMulVec_apply, Matrix.smul_apply, smul_eq_mul, qsq,
    dotProduct, Finset.sum_mul]
  exact Finset.sum_congr rfl fun j _ => by ring
```

A: Next come $T=1-L$, the invariant kernel $K_0=(1-\Pi)(q\cdot q\,1-M)$, the gauge-fixed kernel $K=K_0+M/\xi$, and the propagator $D=(T/(1-\Pi)+\xi L)/q\cdot q$.

```lean
variable [DecidableEq n]

/-- The transverse tensor `T = 1 - L`. -/
def transProj : Matrix n n ℂ := 1 - longProj g q

/-- The gauge-invariant photon kernel `(1 - Π)(q·q δ^μ_ν - q^μ q_ν)`, with `P` the vacuum
polarisation `Π`. -/
def invariantKernel (P : ℂ) : Matrix n n ℂ :=
  (1 - P) • (qsq g q • (1 : Matrix n n ℂ) - dyad g q)

/-- The gauge-fixed photon kernel: the gauge-invariant part plus `q^μ q_ν / ξ`. -/
def kernel (P ξ : ℂ) : Matrix n n ℂ := invariantKernel g q P + ξ⁻¹ • dyad g q

/-- The photon propagator `(T / (1 - Π) + ξ L) / q·q` in a covariant gauge. -/
def propagator (P ξ : ℂ) : Matrix n n ℂ :=
  (qsq g q)⁻¹ • ((1 - P)⁻¹ • transProj g q + ξ • longProj g q)
```

Q: So `P` is just a number?

A: Yes, the value of $\Pi$ at this $q$. No loop is computed, and the transverse form of the self-energy is built into `invariantKernel`, not derived from a Ward identity. The factor $i$, the signature-dependent overall sign and the $i\epsilon$ prescription are absent.

Q: Show me the projectors.

A: Take $q\cdot q\neq0$. Then $L^2=M^2/(q\cdot q)^2=L$, which is `hL`. Hence $T^2=1-2L+L^2=T$ and $LT=TL=L-L^2=0$, each expanded by `simp`. Also $Lq=(q\cdot q)q/q\cdot q=q$ in `hLq`, so $Tq=0$, and $\operatorname{tr}M=q^\mu q_\mu$ in `htr` gives $\operatorname{tr}L=1$.

```lean
/-- For `q·q ≠ 0`, `L` and `T` are complementary projectors; `L` fixes `q`, `T` annihilates
`q`, and `L` has trace one. -/
theorem projectors (hq : qsq g q ≠ 0) :
    longProj g q * longProj g q = longProj g q ∧
    transProj g q * transProj g q = transProj g q ∧
    longProj g q * transProj g q = 0 ∧ transProj g q * longProj g q = 0 ∧
    transProj g q + longProj g q = 1 ∧
    longProj g q *ᵥ q = q ∧ transProj g q *ᵥ q = 0 ∧ (longProj g q).trace = 1 := by
  have hL : longProj g q * longProj g q = longProj g q := by
    unfold longProj
    rw [Matrix.smul_mul, Matrix.mul_smul, dyad_mul_dyad, smul_smul (qsq g q)⁻¹ (qsq g q),
      inv_mul_cancel₀ hq, one_smul]
  have hLq : longProj g q *ᵥ q = q := by
    have h : q ⬝ᵥ lower g q = qsq g q := rfl
    rw [longProj, Matrix.smul_mulVec, dyad_mulVec, dotProduct_comm (lower g q) q, h, smul_smul,
      inv_mul_cancel₀ hq, one_smul]
  have htr : (dyad g q).trace = qsq g q := by
    simp only [Matrix.trace, Matrix.diag_apply, dyad, vecMulVec_apply, qsq, dotProduct]
  refine ⟨hL, ?_, ?_, ?_, ?_, hLq, ?_, ?_⟩
  · simp [transProj, mul_sub, sub_mul, hL]
  · simp [transProj, mul_sub, hL]
  · simp [transProj, sub_mul, hL]
  · simp [transProj]
  · rw [transProj, Matrix.sub_mulVec, Matrix.one_mulVec, hLq, sub_self]
  · rw [longProj, Matrix.trace_smul, htr, smul_eq_mul, inv_mul_cancel₀ hq]
```

A: For numbers $a,b,c,d$,
$$(aT+bL)(cT+dL)=ac\,T^2+ad\,TL+bc\,LT+bd\,L^2=ac\,T+bd\,L,$$
which needs only $L^2=L$. Substituting $M=(q\cdot q)L$, which is `hD`, gives $K_0=q\cdot q\,(1-\Pi)T$ and $K=q\cdot q\,((1-\Pi)T+L/\xi)$, with `module` collecting the scalars.

```lean
/-- For an idempotent `L` and `T = 1 - L`, combinations multiply sector by sector:
`(aT + bL)(cT + dL) = ac T + bd L`. -/
theorem combination_mul {L : Matrix n n ℂ} (hL : L * L = L) (a b c d : ℂ) :
    (a • (1 - L) + b • L) * (c • (1 - L) + d • L) = (a * c) • (1 - L) + (b * d) • L := by
  have hTT : (1 - L) * (1 - L) = 1 - L := by simp [mul_sub, sub_mul, hL]
  have hLT : L * (1 - L) = 0 := by simp [mul_sub, hL]
  have hTL : (1 - L) * L = 0 := by simp [sub_mul, hL]
  simp only [add_mul, mul_add, smul_mul_assoc, mul_smul_comm, hTT, hLT, hTL, hL]
  module

/-- For `q·q ≠ 0` the gauge-invariant kernel is `q·q (1 - Π) T` and the gauge-fixed kernel is
`q·q ((1 - Π) T + L / ξ)`. -/
theorem kernel_eq (hq : qsq g q ≠ 0) (P ξ : ℂ) :
    invariantKernel g q P = (qsq g q * (1 - P)) • transProj g q ∧
    kernel g q P ξ = qsq g q • ((1 - P) • transProj g q + ξ⁻¹ • longProj g q) := by
  have hD : dyad g q = qsq g q • longProj g q := by
    rw [longProj, smul_smul, mul_inv_cancel₀ hq, one_smul]
  unfold kernel invariantKernel transProj
  rw [hD]
  constructor <;> module
```

Q: And my complaint about $K_0$?

A: $K_0q=(1-\Pi)((q\cdot q)q-(q\cdot q)q)=0$. For $q\neq0$ this forces $\det K_0=0$, and a left inverse $B$ would give $q=BK_0q=0$, which is the `calc` block. No division occurs, so this covers every $\Pi$ and also null momenta.

```lean
/-- For every nonzero momentum the gauge-invariant kernel annihilates `q`, has vanishing
determinant and has no left inverse. -/
theorem invariantKernel_singular (hq : q ≠ 0) (P : ℂ) :
    invariantKernel g q P *ᵥ q = 0 ∧ (invariantKernel g q P).det = 0 ∧
    ∀ D : Matrix n n ℂ, D * invariantKernel g q P ≠ 1 := by
  have h0 : invariantKernel g q P *ᵥ q = 0 := by
    rw [invariantKernel, Matrix.smul_mulVec, Matrix.sub_mulVec, Matrix.smul_mulVec,
      Matrix.one_mulVec, dyad_mulVec, dotProduct_comm (lower g q) q]
    simp [qsq]
  refine ⟨h0, Matrix.exists_mulVec_eq_zero_iff.mp ⟨q, hq, h0⟩, fun D h => hq ?_⟩
  -- a left inverse would recover `q` from the zero vector
  calc q = (D * invariantKernel g q P) *ᵥ q := by rw [h, Matrix.one_mulVec]
    _ = 0 := by rw [← Matrix.mulVec_mulVec, h0, Matrix.mulVec_zero]
```

Q: Read me the main theorem.

A: If $q\cdot q\neq0$, $\Pi\neq1$ and $\xi\neq0$, then $D$ is a right and a left inverse of $q\cdot q\,((1-\Pi)T+L/\xi)$, and $\det(q\cdot q\,(1-\Pi)T)=0$. The factors $q\cdot q$ cancel and
$$KD=\frac{1-\Pi}{1-\Pi}\,T+\frac{\xi}{\xi}\,L=T+L=1,$$
likewise $DK=1$. Each `rw` chain pulls out the scalars, applies `combination_mul hL` and cancels the three factors. The determinant comes from `invariantKernel_singular`, since $q\cdot q\neq0$ implies $q\neq0$.

```lean
/-- For `q·q ≠ 0`, `Π ≠ 1` and `ξ ≠ 0` the propagator is the two-sided inverse of
`q·q ((1 - Π) T + L / ξ)`, while `q·q (1 - Π) T` has vanishing determinant. -/
theorem propagator_inverse (hq : qsq g q ≠ 0) {P ξ : ℂ} (hP : P ≠ 1) (hξ : ξ ≠ 0) :
    (qsq g q • ((1 - P) • transProj g q + ξ⁻¹ • longProj g q)) * propagator g q P ξ = 1 ∧
    propagator g q P ξ * (qsq g q • ((1 - P) • transProj g q + ξ⁻¹ • longProj g q)) = 1 ∧
    ((qsq g q * (1 - P)) • transProj g q).det = 0 := by
  have hL := (projectors g q hq).1
  have h1 : 1 - P ≠ 0 := sub_ne_zero.mpr hP.symm
  have hq0 : q ≠ 0 := by
    intro h
    apply hq
    simp [qsq, h]
  refine ⟨?_, ?_, ?_⟩
  -- the coefficients cancel in each sector, leaving `T + L = 1`
  · rw [propagator, transProj, smul_mul_assoc, mul_smul_comm, combination_mul hL, smul_smul,
      mul_inv_cancel₀ hq, mul_inv_cancel₀ h1, inv_mul_cancel₀ hξ]
    simp
  · rw [propagator, transProj, smul_mul_assoc, mul_smul_comm, combination_mul hL, smul_smul,
      inv_mul_cancel₀ hq, inv_mul_cancel₀ h1, mul_inv_cancel₀ hξ]
    simp
  · rw [← (kernel_eq g q hq P ξ).1]
    exact (invariantKernel_singular g q hq0 P).2.1
```

Q: That excludes the light cone and the Landau gauge.

A: Both. At $q\cdot q=0$ the formulas for $L$ and $D$ divide by zero. At $\xi=0$ the formula for $D$ is proportional to $T$, which annihilates $q$. Lean sets `ξ⁻¹` to zero there, so `kernel` would reduce to the singular $K_0$, and `hξ` rules this case out.

Q: Is $\Pi\neq1$ really needed?

A: For $N\ge2$, $q\cdot q\neq0$ and $\xi\neq0$, $K$ is invertible (`IsUnit`) exactly when $\Pi\neq1$. At $\Pi=1$, $K=(q\cdot q)L/\xi$, so $KT=0$. An invertible $K$ forces $T=0$, then $L=1$, and the trace gives $N=1$, which `omega` sets against `hn`. The other direction reuses $D$. For $N=1$ one has $T=0$ and $\Pi$ drops out of $K$, hence the bound.

```lean
/-- In dimension at least two, with `q·q ≠ 0` and `ξ ≠ 0`, the gauge-fixed kernel is
invertible exactly when `Π ≠ 1`. -/
theorem kernel_isUnit_iff (hn : 1 < Fintype.card n) (hq : qsq g q ≠ 0) {ξ : ℂ} (hξ : ξ ≠ 0)
    (P : ℂ) : IsUnit (kernel g q P ξ) ↔ P ≠ 1 := by
  obtain ⟨-, -, hLT, -, hsum, -, -, htr⟩ := projectors g q hq
  constructor
  · intro hu hP
    -- at `Π = 1` the kernel annihilates `T`, so invertibility forces `L = 1`
    have hKT : kernel g q P ξ * transProj g q = 0 := by
      rw [(kernel_eq g q hq P ξ).2, hP]
      simp [hLT]
    have hT : transProj g q = 0 := hu.mul_right_eq_zero.mp hKT
    rw [hT, zero_add] at hsum
    -- the trace of `L` is one, that of the identity is the dimension
    rw [hsum, Matrix.trace_one] at htr
    have hcard : Fintype.card n = 1 := by exact_mod_cast htr
    omega
  · intro hP
    obtain ⟨h1, h2, -⟩ := propagator_inverse g q hq hP hξ
    rw [← (kernel_eq g q hq P ξ).2] at h1 h2
    exact ⟨⟨_, _, h1, h2⟩, rfl⟩
```

Q: An answer that depends on $\xi$ is not yet physics.

A: Under the three hypotheses of the main theorem, let $J$ be conserved, $q_\nu J^\nu=0$, which is `hJ`. Then $LJ=0$, $TJ=J$ and $DJ=J/(q\cdot q\,(1-\Pi))$, which is `hDJ`. From $KA=J$ follows $A=DKA=DJ$, and conversely $KDJ=J$. The solution is unique and contains no $\xi$. In quantum electrodynamics this is the $\xi$-independence of a photon line attached to a conserved current, here for one momentum with $q\cdot q\neq0$ and a given value of $\Pi$.

```lean
/-- For `q·q ≠ 0`, `Π ≠ 1`, `ξ ≠ 0` and a conserved current, `q_ν J^ν = 0`, a field `A` solves
the gauge-fixed field equation exactly when `A = J / (q·q (1 - Π))`. -/
theorem conserved_current_response (hq : qsq g q ≠ 0) {P ξ : ℂ} (hP : P ≠ 1) (hξ : ξ ≠ 0)
    {J : n → ℂ} (hJ : lower g q ⬝ᵥ J = 0) (A : n → ℂ) :
    kernel g q P ξ *ᵥ A = J ↔ A = (qsq g q * (1 - P))⁻¹ • J := by
  obtain ⟨h1, h2, -⟩ := propagator_inverse g q hq hP hξ
  rw [← (kernel_eq g q hq P ξ).2] at h1 h2
  -- the longitudinal part, which carries `ξ`, drops out on a conserved current
  have hLJ : longProj g q *ᵥ J = 0 := by
    rw [longProj, Matrix.smul_mulVec, dyad_mulVec, hJ, zero_smul, smul_zero]
  have hDJ : propagator g q P ξ *ᵥ J = (qsq g q * (1 - P))⁻¹ • J := by
    rw [propagator, transProj, Matrix.smul_mulVec, Matrix.add_mulVec, Matrix.smul_mulVec,
      Matrix.smul_mulVec, Matrix.sub_mulVec, Matrix.one_mulVec, hLJ, smul_zero, add_zero,
      sub_zero, smul_smul, mul_inv]
  rw [← hDJ]
  constructor
  · intro h
    rw [← h, Matrix.mulVec_mulVec, h2, Matrix.one_mulVec]
  · intro h
    rw [h, Matrix.mulVec_mulVec, h1, Matrix.one_mulVec]

end

end PhotonPropagator
```

```lean
#print axioms PhotonPropagator.kernel_isUnit_iff
-- 'PhotonPropagator.kernel_isUnit_iff' depends on axioms: [propext, Classical.choice, Quot.sound]
#print axioms PhotonPropagator.conserved_current_response
-- 'PhotonPropagator.conserved_current_response' depends on axioms: [propext, Classical.choice, Quot.sound]
```

Q: Give me numbers.

A: These are worked by hand, not in Lean. Take $N=2$, $g=\operatorname{diag}(1,-1)$ and $q^\mu=(2,1)$, so $q_\nu=(2,-1)$, $q\cdot q=3$ and
$$L=\tfrac13\begin{pmatrix}4&-2\\2&-1\end{pmatrix},\qquad T=\tfrac13\begin{pmatrix}-1&2\\-2&4\end{pmatrix}.$$
With $\Pi=\tfrac12$ and $\xi=1$, $K_0=\tfrac32T$ has determinant $\tfrac14(-4+4)=0$, while
$$K=\tfrac32T+3L=\begin{pmatrix}7/2&-1\\1&1\end{pmatrix},\qquad D=\tfrac13(2T+L)=\tfrac19\begin{pmatrix}2&2\\-2&7\end{pmatrix}.$$
The rows of $9KD$ are $(7+2,\,7-7)$ and $(2-2,\,2+7)$, so $KD=1$. The current $J=(1,2)$ has $q_\nu J^\nu=2-2=0$, and $A=\tfrac23J=(\tfrac23,\tfrac43)$ gives $KA=(\tfrac73-\tfrac43,\,\tfrac23+\tfrac43)=J$.

Q: Where would I slip?

A: By multiplying $q^\mu q^\nu/q\cdot q$ as a matrix with both indices up. Here that array is $\tfrac13\begin{pmatrix}4&2\\2&1\end{pmatrix}$, with trace $\tfrac53$ and square $\tfrac53$ times itself, so it is no projector. The `lower g q` inside `dyad` supplies the missing metric.
